# The average of a sign u is tanh k when an involution reverses u and preserves the positive factor R of the weight R exp(k u)

A configuration puts a sign, plus or minus one, on each member of two finite sets, the sites and the edges, and u is a sign that depends on the configuration. The statistical weight, which need not be normalised, is R exp(k u), with k real and R positive. The theorem `average_eq_tanh` says that if some involution T of the configurations reverses u and leaves R unchanged, then the average of u, that is, the weighted sum of u divided by the sum of the weights, is tanh k. The proof takes F to be the weight times (u − tanh k) and shows that the values of F at a configuration and at its image under T add to zero. Since T only permutes the configurations, the sum of F over all of them is then zero, and division by the total weight gives the result.

Lean 4 with Mathlib refuses this proof:

```lean
import Mathlib

open Finset

namespace ElitzurFiniteGraph

noncomputable section

/-- A configuration: a sign on every site and a sign on every edge. -/
abbrev Config (V E : Type*) := (V → ℤˣ) × (E → ℤˣ)

/-- The real value, plus or minus one, of a sign. -/
def val (u : ℤˣ) : ℝ := ((u : ℤ) : ℝ)

/-- The average of the observable `f` with statistical weight `w`. -/
def average {V E : Type*} [Fintype V] [Fintype E] [DecidableEq V] [DecidableEq E]
    (w f : Config V E → ℝ) : ℝ :=
  (∑ c, w c * f c) / ∑ c, w c

theorem val_neg (u : ℤˣ) : val (-u) = -val u := by
  simp [val]

/-- The two values of a sign with Boltzmann factor `exp (k u)` balance about `tanh k`. -/
theorem sign_pair (k : ℝ) (u : ℤˣ) :
    Real.exp (k * val u) * (val u - Real.tanh k)
      + Real.exp (k * -val u) * (-val u - Real.tanh k) = 0 := by
  have ht : Real.tanh k * Real.cosh k = Real.sinh k := by
    rw [Real.tanh_eq_sinh_div_cosh]
    exact div_mul_cancel₀ _ (Real.cosh_pos k).ne'
  rw [Real.cosh_eq, Real.sinh_eq] at ht
  have hu : val u = 1 ∨ val u = -1 := by
    rcases Int.units_eq_one_or u with h | h <;> simp [val, h]
  rcases hu with h | h <;> rw [h] <;> simp only [mul_one, mul_neg, neg_neg] <;>
    linear_combination (-2) * ht

variable {V E : Type*} [Fintype V] [Fintype E] [DecidableEq V] [DecidableEq E]

/-- If an involution reverses the sign `u` and preserves the positive factor `R` of the weight `R
exp (k u)`, then the average of `u` is `tanh k`. -/
theorem average_eq_tanh (T : Config V E → Config V E) (hT : Function.Involutive T)
    (W R : Config V E → ℝ) (u : Config V E → ℤˣ) (k : ℝ)
    (hW : ∀ c, W c = R c * Real.exp (k * val (u c))) (hpos : ∀ c, 0 < R c)
    (hR : ∀ c, R (T c) = R c) (hu : ∀ c, u (T c) = -u c) :
    average W (fun c => val (u c)) = Real.tanh k := by
  have hZ : 0 < ∑ c, W c :=
    Finset.sum_pos (fun c _ => by rw [hW]; exact mul_pos (hpos c) (Real.exp_pos _))
      Finset.univ_nonempty
  obtain ⟨F, hF⟩ : ∃ F : Config V E → ℝ, ∀ c, F c = W c * (val (u c) - Real.tanh k) :=
    ⟨_, fun _ => rfl⟩
  -- each configuration cancels against its partner
  have hp : ∀ c, F c + F (T c) = 0 := by
    intro c
    rw [hF, hF, hW, hW, hR, hu, val_neg]
    linear_combination R c * sign_pair k (u c)
  have hsum : ∑ c, F (T c) = ∑ c, F c := (hT.toPerm T).sum_comp F
  have h2 : ∑ c, (F c + F (T c)) = 0 := Finset.sum_eq_zero fun c _ => hp c
  rw [Finset.sum_add_distrib, hsum] at h2
  have h0 : ∑ c, F c = 0 := by linarith
  simp only [hF, mul_sub, Finset.sum_sub_distrib, ← Finset.sum_mul] at h0
  unfold average
  rw [div_eq_iff hZ.ne']
  linarith

end

end ElitzurFiniteGraph
```

The error:

```
Main.lean:55:64: error: Application type mismatch: The argument
  F
has type
  Config V E → ℝ
but is expected to have type
  Finset (Config V E)
in the application
  Equiv.Perm.sum_comp (Function.Involutive.toPerm T hT) F
```

The mended proof, as a diff:

```diff
@@ -53,5 +53,5 @@
     rw [hF, hF, hW, hW, hR, hu, val_neg]
     linear_combination R c * sign_pair k (u c)
-  have hsum : ∑ c, F (T c) = ∑ c, F c := (hT.toPerm T).sum_comp F
+  have hsum : ∑ c, F (T c) = ∑ c, F c := Equiv.sum_comp (hT.toPerm T) F
   have h2 : ∑ c, (F c + F (T c)) = 0 := Finset.sum_eq_zero fun c _ => hp c
   rw [Finset.sum_add_distrib, hsum] at h2
```

The error is in the step `hsum`, which says that the sum of `F (T c)` over all configurations equals the sum of `F c`. The term `hT.toPerm T` is the involution as a permutation, and its type is an `Equiv.Perm`. Lean therefore reads `(hT.toPerm T).sum_comp` as `Equiv.Perm.sum_comp`, as the last line of the message shows. That lemma is about a sum over a given finite set, and it expects this set, a `Finset (Config V E)`, as the next argument. It was given the function `F` instead, hence the type mismatch.

The lemma that fits is `Equiv.sum_comp`, which is about sums over a whole finite type and takes just the equivalence and the function. The repair calls it by its full name, with `hT.toPerm T` as an ordinary argument, so the dot notation no longer chooses the lemma. A permutation is an equivalence of a type with itself, so it is accepted there. The statement of `hsum` and the rest of the proof are unchanged.
